# For a self-adjoint two-electron map, the Roothaan iteration never raises the pair energy

The pair energy meant here is a function of two successive density matrices, defined below, and not the correlation energy of an electron pair. The iteration is modelled as a property of a sequence of density matrices, not as a map that computes each one from the last. A Fock matrix with degenerate frontier orbitals has several minimising density matrices, and the property accepts any of them. The admissible set is an arbitrary set $S$ of real matrices. Of $S$ itself, the descent argument asks only that it contain every iterate, so neither idempotency nor a fixed electron number enters it.

Matrices are indexed by a finite type `ι`, which labels the basis functions.

In Lean 4 with Mathlib:

```lean
import Mathlib

open Matrix Filter Topology

namespace RoothaanDescent

noncomputable section

variable {ι : Type*} [Fintype ι]
```

## Fock matrix and energies

Let $G$ be the linear map that sends a density matrix to its mean-field interaction matrix. It is assumed to satisfy, for all real matrices $X$ and $Y$,
$$\mathrm{tr}(G(X)Y)=\mathrm{tr}(X\,G(Y)).$$
In Hartree–Fock theory with real orbitals, this expresses the permutation symmetry of the two-electron integrals.

```lean
/-- The two-electron map `G` is self-adjoint for the trace pairing of real matrices. -/
def TraceSelfAdjoint (G : Matrix ι ι ℝ →ₗ[ℝ] Matrix ι ι ℝ) : Prop :=
  ∀ X Y, trace (G X * Y) = trace (X * G Y)
```

With a one-electron matrix $h$, the Fock matrix is $F(D)=h+G(D)$.

```lean
/-- The Fock matrix `F(D) = h + G(D)`. -/
def fock (h : Matrix ι ι ℝ) (G : Matrix ι ι ℝ →ₗ[ℝ] Matrix ι ι ℝ)
    (D : Matrix ι ι ℝ) : Matrix ι ι ℝ := h + G D
```

The SCF energy counts each interaction once, hence the factor one half:
$$\mathcal E(D)=\mathrm{tr}(hD)+\tfrac12\mathrm{tr}(G(D)D).$$
This is the spin-orbital convention, with any exchange contribution included in $G$.

```lean
/-- The SCF energy `trace(hD) + trace(G(D)D)/2`. -/
def energy (h : Matrix ι ι ℝ) (G : Matrix ι ι ℝ →ₗ[ℝ] Matrix ι ι ℝ)
    (D : Matrix ι ι ℝ) : ℝ := trace (h * D) + trace (G D * D) / 2
```

The quantity that will decrease depends on two density matrices:
$$E(A,B)=\mathrm{tr}(hA)+\mathrm{tr}(hB)+\mathrm{tr}(G(A)B).$$

```lean
/-- The energy of a pair of density matrices, `trace(hA) + trace(hB) + trace(G(A)B)`. -/
def pairEnergy (h : Matrix ι ι ℝ) (G : Matrix ι ι ℝ →ₗ[ℝ] Matrix ι ι ℝ)
    (A B : Matrix ι ι ℝ) : ℝ := trace (h * A) + trace (h * B) + trace (G A * B)
```

## The iteration and its gap

A sequence $D_0,D_1,\dots$ in $S$ is a Roothaan iteration if $D_{n+1}$ minimises $\mathrm{tr}(F(D_n)X)$ over $X\in S$. The two fields of the structure, `mem` and `min`, state membership and minimality. That such a sequence exists is not claimed for general $S$.

```lean
/-- A Roothaan iteration in the admissible set `S`: each new density matrix minimises
`trace(F(D_n) X)` over `S`, with the Fock matrix of the previous one. -/
structure IsRoothaan (h : Matrix ι ι ℝ) (G : Matrix ι ι ℝ →ₗ[ℝ] Matrix ι ι ℝ)
    (S : Set (Matrix ι ι ℝ)) (D : ℕ → Matrix ι ι ℝ) : Prop where
  mem : ∀ n, D n ∈ S
  min : ∀ n, ∀ X ∈ S, trace (fock h G (D n) * D (n + 1)) ≤ trace (fock h G (D n) * X)
```

Distances are measured by $\|X-Y\|^2=\sum_{ij}(X_{ij}-Y_{ij})^2$.

```lean
/-- The squared Frobenius distance of two matrices. -/
def distSq (X Y : Matrix ι ι ℝ) : ℝ := ∑ i, ∑ j, (X i j - Y i j) ^ 2
```

A stronger form of minimality asks for one constant $\gamma>0$ such that, for all $n$ and all $X\in S$,
$$\mathrm{tr}(F(D_n)D_{n+1})+\gamma\|X-D_{n+1}\|^2\le \mathrm{tr}(F(D_n)X).$$
Physically, it stands for a HOMO–LUMO gap that stays above a fixed positive value throughout the iteration. If $S$ consists of the symmetric projectors of one fixed trace in an orthonormal basis, and the Fock matrices are symmetric, a gap of at least $\delta>0$ at every step gives $\gamma=\delta/2$. In the code the inequality is a hypothesis and is not derived from orbital energies; the condition $\gamma>0$ is stated separately, in the theorem that uses it.

```lean
/-- The gap inequality with constant `γ`: at every step and for every `X` in `S`, `trace(F(D_n) X)`
exceeds its value at `D_(n+1)` by at least `γ` times the squared distance of `X` from `D_(n+1)`. The
sign of `γ` is not fixed here. -/
def UniformGap (h : Matrix ι ι ℝ) (G : Matrix ι ι ℝ →ₗ[ℝ] Matrix ι ι ℝ)
    (S : Set (Matrix ι ι ℝ)) (D : ℕ → Matrix ι ι ℝ) (γ : ℝ) : Prop :=
  ∀ n, ∀ X ∈ S, trace (fock h G (D n) * D (n + 1)) + γ * distSq X (D (n + 1))
    ≤ trace (fock h G (D n) * X)
```

## Why the pair energy falls

Self-adjointness and cyclicity of the trace give $\mathrm{tr}(G(A)B)=\mathrm{tr}(A\,G(B))=\mathrm{tr}(G(B)A)$. The one-electron terms are already symmetric, so $E(A,B)=E(B,A)$.

```lean
/-- For self-adjoint `G`, the pair energy does not depend on the order of the two matrices. -/
theorem pairEnergy_comm {h : Matrix ι ι ℝ} {G : Matrix ι ι ℝ →ₗ[ℝ] Matrix ι ι ℝ}
    (hG : TraceSelfAdjoint G) (A B : Matrix ι ι ℝ) :
    pairEnergy h G A B = pairEnergy h G B A := by
  have e : trace (G A * B) = trace (G B * A) := by
    rw [hG A B, Matrix.trace_mul_comm]
  unfold pairEnergy
  linarith
```

For equal arguments,
$$E(D,D)=2\,\mathrm{tr}(hD)+\mathrm{tr}(G(D)D)=2\mathcal E(D).$$

```lean
/-- For two equal density matrices the pair energy is twice the SCF energy. -/
theorem pairEnergy_self (h : Matrix ι ι ℝ) (G : Matrix ι ι ℝ →ₗ[ℝ] Matrix ι ι ℝ)
    (D : Matrix ι ι ℝ) : pairEnergy h G D D = 2 * energy h G D := by
  unfold pairEnergy energy
  ring
```

Now replace the pair $(A,B)$ by $(B,C)$. Writing $E(A,B)$ as $E(B,A)$ puts $G(B)$ in both interaction terms, and $\mathrm{tr}(hB)$ cancels:
$$\begin{aligned}E(A,B)-E(B,C)&=\mathrm{tr}(hA)+\mathrm{tr}(G(B)A)-\mathrm{tr}(hC)-\mathrm{tr}(G(B)C)\\&=\mathrm{tr}(F(B)A)-\mathrm{tr}(F(B)C).\end{aligned}$$
The proof does the same: it rewrites with the symmetry, expands the traces and lets `ring` cancel.

```lean
/-- For self-adjoint `G`, replacing the pair `(A, B)` by `(B, C)` changes the pair energy by a
difference of traces with the single Fock matrix `F(B)`. -/
theorem pairEnergy_drop {h : Matrix ι ι ℝ} {G : Matrix ι ι ℝ →ₗ[ℝ] Matrix ι ι ℝ}
    (hG : TraceSelfAdjoint G) (A B C : Matrix ι ι ℝ) :
    pairEnergy h G A B - pairEnergy h G B C
      = trace (fock h G B * A) - trace (fock h G B * C) := by
  rw [pairEnergy_comm hG A B]
  simp only [pairEnergy, fock, Matrix.add_mul, Matrix.trace_add]
  ring
```

Take $A=D_n$, $B=D_{n+1}$, $C=D_{n+2}$. Since $D_{n+2}$ minimises $\mathrm{tr}(F(D_{n+1})X)$ and $D_n$ is an admissible competitor,
$$E(D_n,D_{n+1})-E(D_{n+1},D_{n+2})=\mathrm{tr}(F(D_{n+1})D_n)-\mathrm{tr}(F(D_{n+1})D_{n+2})\ge0.$$
In the proof, `h1` is the identity and `h2` the minimality. `Antitone` means non-increasing in $n$. For plain Hartree–Fock SCF in a finite real basis, without damping or extrapolation, the decreasing quantity thus belongs to two successive density matrices; the SCF energy of a single one may rise.

```lean
/-- For self-adjoint `G`, along a Roothaan iteration the pair energy of successive density matrices
never increases. -/
theorem pairEnergy_antitone {h : Matrix ι ι ℝ} {G : Matrix ι ι ℝ →ₗ[ℝ] Matrix ι ι ℝ}
    {S : Set (Matrix ι ι ℝ)} {D : ℕ → Matrix ι ι ℝ}
    (hG : TraceSelfAdjoint G) (hD : IsRoothaan h G S D) :
    Antitone fun n => pairEnergy h G (D n) (D (n + 1)) := by
  refine antitone_nat_of_succ_le fun n => ?_
  -- the old matrix `D n` competes with the minimiser `D (n + 2)`
  have h1 := pairEnergy_drop (h := h) hG (D n) (D (n + 1)) (D (n + 1 + 1))
  have h2 := hD.min (n + 1) (D n) (hD.mem n)
  linarith
```

## Density matrices two steps apart

With a gap $\gamma>0$, the same comparison gives a drop of at least $\gamma\|D_n-D_{n+2}\|^2$. Summing over the first $N$ steps, and using a lower bound $c$ on the pair energy,
$$\gamma\sum_{n=0}^{N-1}\|D_n-D_{n+2}\|^2\le E(D_0,D_1)-E(D_N,D_{N+1})\le E(D_0,D_1)-c.$$
The nonnegative terms have bounded partial sums, so their series converges and they tend to zero. The induction `tele` is the first inequality. The bound $c$ is a hypothesis because $S$ is arbitrary; on a bounded set of matrices it is automatic. The conclusion stops short of convergence, even for every second iterate, since steps can shrink to zero while their sum diverges.

```lean
/-- With self-adjoint `G`, a uniform gap `γ > 0` and a pair energy bounded below along the sequence,
the squared distances between density matrices two steps apart have a finite sum and tend to zero.
-/
theorem two_step_distance {h : Matrix ι ι ℝ} {G : Matrix ι ι ℝ →ₗ[ℝ] Matrix ι ι ℝ}
    {S : Set (Matrix ι ι ℝ)} {D : ℕ → Matrix ι ι ℝ} {γ c : ℝ}
    (hG : TraceSelfAdjoint G) (hS : ∀ n, D n ∈ S) (hγ : 0 < γ)
    (gap : UniformGap h G S D γ) (hc : ∀ n, c ≤ pairEnergy h G (D n) (D (n + 1))) :
    Summable (fun n => distSq (D n) (D (n + 2))) ∧
      Tendsto (fun n => distSq (D n) (D (n + 2))) atTop (𝓝 0) := by
  -- the energy drops telescope
  have tele : ∀ N : ℕ, γ * ∑ n ∈ Finset.range N, distSq (D n) (D (n + 2))
      ≤ pairEnergy h G (D 0) (D 1) - pairEnergy h G (D N) (D (N + 1)) := by
    intro N
    induction N with
    | zero => simp
    | succ N ih =>
      have h1 := pairEnergy_drop (h := h) hG (D N) (D (N + 1)) (D (N + 1 + 1))
      have h2 : trace (fock h G (D (N + 1)) * D (N + 1 + 1))
          + γ * distSq (D N) (D (N + 2)) ≤ trace (fock h G (D (N + 1)) * D N) :=
        gap (N + 1) (D N) (hS N)
      rw [Finset.sum_range_succ, mul_add]
      linarith
  have hs : Summable (fun n => distSq (D n) (D (n + 2))) := by
    refine summable_of_sum_range_le (c := (pairEnergy h G (D 0) (D 1) - c) / γ)
      (fun n => ?_) (fun N => ?_)
    · unfold distSq
      positivity
    · rw [le_div_iff₀ hγ]
      linarith [tele N, hc N]
  exact ⟨hs, hs.tendsto_atTop_zero⟩
```

## What happens when the descent stops

Suppose each minimiser is unique and the pair energy is unchanged at one step $n$. Then $\mathrm{tr}(F(D_{n+1})D_n)=\mathrm{tr}(F(D_{n+1})D_{n+2})$, and uniqueness gives $D_{n+2}=D_n$.

This persists. If $D_{m+2}=D_m$, the two Fock matrices agree, so $D_{m+3}$ and $D_{m+1}$ minimise the same function and are equal. The proof is this induction, started at $n$. A fixed point, $D_{m+1}=D_m$, is included as a special case.

```lean
/-- If `G` is self-adjoint, the minimisers are unique and the pair energy stalls at one step, the
iteration repeats itself with period two from that step on. -/
theorem period_two_of_stall {h : Matrix ι ι ℝ} {G : Matrix ι ι ℝ →ₗ[ℝ] Matrix ι ι ℝ}
    {S : Set (Matrix ι ι ℝ)} {D : ℕ → Matrix ι ι ℝ}
    (hG : TraceSelfAdjoint G) (hD : IsRoothaan h G S D)
    (uniq : ∀ n, ∀ X ∈ S, trace (fock h G (D n) * X) = trace (fock h G (D n) * D (n + 1)) →
      X = D (n + 1))
    {n : ℕ} (stall : pairEnergy h G (D (n + 1)) (D (n + 2)) = pairEnergy h G (D n) (D (n + 1))) :
    ∀ m, n ≤ m → D (m + 2) = D m := by
  intro m hm
  induction m, hm using Nat.le_induction with
  | base =>
    have h1 := pairEnergy_drop (h := h) hG (D n) (D (n + 1)) (D (n + 2))
    exact (uniq (n + 1) (D n) (hD.mem n) (by linarith)).symm
  | succ m _ ih =>
    -- equal Fock matrices have the same minimiser
    have h1 := hD.min (m + 2) (D (m + 1)) (hD.mem (m + 1))
    rw [ih] at h1
    exact uniq m (D (m + 2 + 1)) (hD.mem _) (le_antisymm h1 (hD.min m _ (hD.mem _)))
```

A different model would set $D_{n+1}=\Phi(F(D_n))$, where $\Phi$ diagonalises the Fock matrix and fills the lowest orbitals by a fixed rule for ties. The next iterate would then always exist, and a two-cycle once reached would persist without uniqueness. The descent would first require a proof that $\Phi$ minimises, and would cover only that selection rule.

## Two orbitals that exchange their electron for ever

For an example, let $S$ be the real symmetric projectors of trace $N$. The condition $D^2=D$ presupposes an orthonormal basis.

```lean
/-- Real symmetric idempotent density matrices with `N` occupied orbitals. -/
def densityMatrices (ι : Type*) [Fintype ι] (N : ℕ) : Set (Matrix ι ι ℝ) :=
  {D | Dᵀ = D ∧ D * D = D ∧ trace D = N}
```

With two orbitals and one electron, put $P=\mathrm{diag}(1,0)$ and $Q=\mathrm{diag}(0,1)$, and let $D_n$ be $P$ for even $n$ and $Q$ for odd $n$.

```lean
/-- The sequence that occupies the first and the second of two orbitals in turn. -/
def oscillation (n : ℕ) : Matrix (Fin 2) (Fin 2) ℝ :=
  if Even n then !![1, 0; 0, 0] else !![0, 0; 0, 1]
```

Choose $h=0$ and $G(D)=D$, a toy interaction that raises the occupied orbital by one energy unit. It is not a Hartree–Fock interaction: here the single electron acts on itself, whereas Hartree–Fock exchange cancels that self-interaction. Let $X\in S$ have diagonal entries $a,d$ and off-diagonal entry $b$. Then $a+d=1$ and $a^2+b^2=a$. For even $n$, $F(D_n)=P$ and $D_{n+1}=Q$, so
$$\mathrm{tr}(PX)=a,\qquad \mathrm{tr}(PQ)=0,\qquad \|X-Q\|^2=a^2+2b^2+(d-1)^2=2a.$$
The gap inequality holds with equality for $\gamma=\tfrac12$. Odd $n$ follows by exchanging the orbitals.

The proof extracts these entry equations from symmetry, idempotency and trace, and `nlinarith` combines them in each parity case. Minimality then follows from the gap, because squared distances are nonnegative. The pair energy is $\mathrm{tr}(PQ)=0$ at every step, yet the density matrix never settles: descent, even with a uniform gap, does not by itself guarantee that the iteration converges.

```lean
/-- For `h = 0` and `G` the identity, the alternating sequence is a Roothaan iteration with
uniform gap `1/2`, and no two successive density matrices agree. -/
theorem oscillation_witness :
    TraceSelfAdjoint (LinearMap.id : Matrix (Fin 2) (Fin 2) ℝ →ₗ[ℝ] _) ∧
    IsRoothaan 0 LinearMap.id (densityMatrices (Fin 2) 1) oscillation ∧
    UniformGap 0 LinearMap.id (densityMatrices (Fin 2) 1) oscillation (1 / 2) ∧
    ∀ n, oscillation (n + 1) ≠ oscillation n := by
  have gap : UniformGap 0 LinearMap.id (densityMatrices (Fin 2) 1) oscillation (1 / 2) := by
    rintro n X ⟨hs, hi, ht⟩
    have e01 : X 1 0 = X 0 1 := congrFun (congrFun hs 0) 1
    have e00 := congrFun (congrFun hi 0) 0
    have e11 := congrFun (congrFun hi 1) 1
    simp only [Matrix.mul_apply, Fin.sum_univ_two, e01] at e00 e11
    simp only [Matrix.trace_fin_two, Nat.cast_one] at ht
    -- expand into matrix entries before inserting the explicit projectors
    simp only [fock, distSq, Matrix.trace_fin_two, Matrix.mul_apply, Fin.sum_univ_two]
    by_cases hn : Even n <;>
      simp [oscillation, Nat.even_add_one, hn, e01] <;>
      nlinarith [e00, e11, ht]
  refine ⟨fun X Y => rfl, ⟨fun n => ?_, fun n X hX => ?_⟩, gap, fun n he => ?_⟩
  · by_cases hn : Even n
    · refine ⟨?_, ?_, ?_⟩
      · ext i j
        fin_cases i <;> fin_cases j <;> simp [oscillation, hn]
      · ext i j
        fin_cases i <;> fin_cases j <;> simp [oscillation, hn, Matrix.mul_apply]
      · simp [oscillation, hn, Matrix.trace_fin_two]
    · refine ⟨?_, ?_, ?_⟩
      · ext i j
        fin_cases i <;> fin_cases j <;> simp [oscillation, hn]
      · ext i j
        fin_cases i <;> fin_cases j <;> simp [oscillation, hn, Matrix.mul_apply]
      · simp [oscillation, hn, Matrix.trace_fin_two]
  · have h1 := gap n X hX
    have h2 : 0 ≤ distSq X (oscillation (n + 1)) := by
      unfold distSq
      positivity
    linarith
  · have h0 := congrFun (congrFun he 0) 0
    by_cases hn : Even n <;> simp [oscillation, Nat.even_add_one, hn] at h0

end

end RoothaanDescent
```

```lean
#print axioms RoothaanDescent.pairEnergy_self
-- 'RoothaanDescent.pairEnergy_self' depends on axioms: [propext, Classical.choice, Quot.sound]
#print axioms RoothaanDescent.pairEnergy_antitone
-- 'RoothaanDescent.pairEnergy_antitone' depends on axioms: [propext, Classical.choice, Quot.sound]
#print axioms RoothaanDescent.two_step_distance
-- 'RoothaanDescent.two_step_distance' depends on axioms: [propext, Classical.choice, Quot.sound]
#print axioms RoothaanDescent.period_two_of_stall
-- 'RoothaanDescent.period_two_of_stall' depends on axioms: [propext, Classical.choice, Quot.sound]
```
